# For a projector series commuting with H, one purification of its order-n truncation gives the energy through order 2n+1

A molecule of non-interacting electrons sits in a static field of strength $s$, and I expand its one-particle density matrix in powers of $s$, stopping after order $n$. When each one-electron eigenstate is either filled or empty, the exact density matrix is a projector and commutes with the Hamiltonian. For $n\ge 1$ the truncated one is in general no longer a projector, and if I put it into $\mathrm{tr}(HP)$, the energy can be wrong already at order $n+1$. The $2n+1$ rule makes me hope for much more. I have heard that a single purification step, $Y \mapsto 3Y^2-2Y^3$, is enough to recover it. Is that exactly true, order by order? I would like to see a derivation with no gaps, and a version that a proof assistant has checked.

## Why the leading error carries no energy

Yes, it is exactly true. Write the density matrix and the Hamiltonian as power series $P(s)$ and $H(s)$ with matrix coefficients, and assume $P^2=P$ and $PH=HP$. Let $Y$ be $P$ with all terms beyond $s^n$ removed. The removed terms all contain $s^{n+1}$, so with $t=s^{n+1}$ there is a matrix series $E$ such that
$$Y = P + tE .$$

Now purify. Using $P^2=P$,
$$Y^2 = P + t(PE+EP) + t^2E^2,$$
$$Y^3 = P + t(PE+PEP+EP) + t^2(PE^2+EPE+E^2P) + t^3E^3 .$$
Three times the first minus twice the second gives
$$3Y^2-2Y^3 = P + t\,(PE+EP-2PEP) + t^2\bigl[3E^2-2(PE^2+EPE+E^2P)-2tE^3\bigr].$$

The term linear in $t$ equals $PE(1-P)+(1-P)EP$: it only couples occupied to unoccupied states. Since $H$ commutes with $P$, it has no such coupling, and the energy of this term should vanish. The trace confirms it. By cyclicity and $PH=HP$,
$$\mathrm{tr}(HEP)=\mathrm{tr}(PHE)=\mathrm{tr}(HPE),$$
$$\mathrm{tr}(HPEP)=\mathrm{tr}(PHPE)=\mathrm{tr}(HP^2E)=\mathrm{tr}(HPE),$$
so the linear term contributes $(1+1-2)\,\mathrm{tr}(HPE)=0$. What remains is a multiple of $t^2=s^{2n+2}$:
$$\mathrm{tr}\bigl(H(3Y^2-2Y^3)\bigr)-\mathrm{tr}(HP)=s^{2n+2}\,(\text{a power series}).$$
All energy coefficients through order $2n+1$ therefore agree.

Purification also repairs idempotency to the same order. The old defect is
$$Y^2-Y=t(PE+EP-E)+t^2E^2,$$
a multiple of $t$. With $Z=3Y^2-2Y^3$, polynomial algebra in the single matrix $Y$ gives
$$Z^2-Z=(Y^2-Y)^2(4Y^2-4Y-3),$$
which is a multiple of $t^2$.

## A two-level system with errors 2s² and −6s⁴

Take
$$H=\begin{pmatrix}1-s^2&2s\\2s&s^2-1\end{pmatrix},\qquad P=\frac{1}{1+s^2}\begin{pmatrix}1&s\\s&s^2\end{pmatrix}.$$
$P$ projects onto the normalised state $(1,s)/\sqrt{1+s^2}$, an eigenstate of $H$ with energy $1+s^2$. For $n=1$,
$$Y=\begin{pmatrix}1&s\\s&0\end{pmatrix},\qquad 3Y^2-2Y^3=\begin{pmatrix}1-s^2&s-2s^3\\s-2s^3&s^2\end{pmatrix}.$$
The energies are $\mathrm{tr}(HY)=1+3s^2$ before purification and $1+s^2-6s^4$ after it. The errors are $2s^2$ and $-6s^4$. Without purification the rule fails here at second order, and with it the exponent $2n+2=4$ is the best possible for this system.

## What the theorems say about the density matrix

In the file, `m` is a finite set labelling the basis functions, and `Matrix m m R⟦X⟧` is the type of square matrices whose entries are formal power series. The Lean variable `X` is the field strength $s$. The coefficients lie in any commutative ring `R`, so real and complex matrices are both included.

`truncateAt n P` keeps the coefficients of degree at most `n` in each entry, and `purify` is the map $Y\mapsto 3Y^2-2Y^3$. The main theorem, `purified_two_n_add_one_rule`, has two hypotheses. `hP` says that $P$ is idempotent: its occupation numbers are 0 or 1, which excludes the fractional occupations of a finite temperature. `hPH` says that the density matrix is stationary under $H$. Its conclusion is divisibility of the energy error by `X ^ (2 * n + 2)`. `energy_coeff_eq` restates this as equality of the energy coefficients for every `k ≤ 2 * n + 1`, and `purified_idempotency` gives the matching statement for each entry of the idempotency defect.

Several conventions and limits come with this:

- The basis is orthonormal, since idempotency reads $P^2=P$ with no overlap matrix, and the trace has no spin factor.
- The series are formal, so nothing is said about convergence or about the error at a finite field.
- $P$ is given. The theorems do not construct it from $H$, and they do not require it to describe the ground state.
- The energy is $\mathrm{tr}(HP)$ with the full series $H(s)$. This is not the total energy of a self-consistent theory, where double counting enters, nor is it the wavefunction form of the $2n+1$ rule.
- The gain is in the energy, not in every matrix element: above, the purified off-diagonal element is $s-2s^3$, while the exact one begins $s-s^3$.

For response calculations with a finite-matrix, non-interacting Hamiltonian, the result means that a density matrix known through first order already fixes the energy through third order. At $n=0$ it gives the Hellmann–Feynman value $\mathrm{tr}(H_1P_0)$ for the first-order energy, where $H_1$ and $P_0$ are the coefficients of $s^1$ in $H$ and $s^0$ in $P$.

The same argument covers the electron number. The identity matrix commutes with $P$, so putting it in place of $H$ shows that the trace of the purified matrix equals $\mathrm{tr}\,P$ through order $2n+1$.

## The Lean file and how it follows the derivation

```lean
import Mathlib

open scoped PowerSeries
open PowerSeries (X coeff)

namespace DensityMatrixPurification

noncomputable section

variable {m R S A : Type*} [Fintype m] [DecidableEq m] [CommRing R] [CommRing S]
  [Ring A] [Algebra S A]

/-- One purification step, `Y ↦ 3Y² - 2Y³`. -/
def purify {A : Type*} [Ring A] (Y : A) : A := 3 * Y ^ 2 - 2 * Y ^ 3

/-- The perturbation series of a matrix, cut off after the term of order `n`. -/
def truncateAt (n : ℕ) (P : Matrix m m R⟦X⟧) : Matrix m m R⟦X⟧ :=
  Matrix.of fun i j => PowerSeries.mk fun k => if k ≤ n then coeff k (P i j) else 0

/-- Purification of a perturbed projector `P + tE`, sorted by explicit powers of `t`. -/
theorem purify_add_smul {P E : A} (hP : P * P = P) (t : S) :
    purify (P + t • E) = P + t • (P * E + E * P - 2 * (P * E * P)) +
      t ^ 2 • (3 * (E * E) - 2 * (P * E * E + E * P * E + E * E * P)
        - t • (2 * (E * E * E))) := by
  have e : P * P - P = 0 := sub_eq_zero.mpr hP
  have expand : ∀ D : A, purify (P + D) = P + (P * D + D * P - 2 * (P * D * P)) +
      (3 * (D * D) - 2 * (P * D * D + D * P * D + D * D * P) - 2 * (D * D * D)) := by
    intro D
    -- collect everything that vanishes by idempotency
    have key : purify (P + D) = P + (P * D + D * P - 2 * (P * D * P)) +
        (3 * (D * D) - 2 * (P * D * D + D * P * D + D * D * P) - 2 * (D * D * D)) +
        ((P * P - P) - 2 * (P * (P * P - P)) - 2 * ((P * P - P) * D)
          - 2 * (D * (P * P - P))) := by
      unfold purify
      noncomm_ring
    rw [key, e]
    simp
  rw [expand]
  simp only [smul_mul_assoc, mul_smul_comm, mul_add, smul_smul]
  module

/-- The first-order change of a purified density matrix carries no energy when the
unperturbed projector commutes with the Hamiltonian. -/
theorem trace_first_order_eq_zero {P H : Matrix m m S} (hP : P * P = P)
    (hPH : P * H = H * P) (E : Matrix m m S) :
    Matrix.trace (H * (P * E + E * P - 2 * (P * E * P))) = 0 := by
  -- cyclicity of the trace moves P from the right of D to its left
  have a : ∀ D : Matrix m m S, Matrix.trace (H * (D * P)) = Matrix.trace (H * (P * D)) := by
    intro D
    calc Matrix.trace (H * (D * P)) = Matrix.trace ((H * D) * P) := by rw [mul_assoc]
      _ = Matrix.trace (P * (H * D)) := Matrix.trace_mul_comm _ _
      _ = Matrix.trace (H * (P * D)) := by rw [← mul_assoc, hPH, mul_assoc]
  have b : Matrix.trace (H * (P * E * P)) = Matrix.trace (H * (P * E)) := by
    rw [a (P * E), ← mul_assoc P P E, hP]
  have c : H * (P * E + E * P - 2 * (P * E * P)) =
      (H * (P * E) + H * (E * P)) - (H * (P * E * P) + H * (P * E * P)) := by
    noncomm_ring
  rw [c, Matrix.trace_sub, Matrix.trace_add, Matrix.trace_add, a E, b, sub_self]

/-- An error `tE` in the density matrix gives, after one purification, an energy error
divisible by `t²`. -/
theorem sq_dvd_purified_energy_error {P H : Matrix m m S} (hP : P * P = P)
    (hPH : P * H = H * P) (E : Matrix m m S) (t : S) :
    t ^ 2 ∣ Matrix.trace (H * purify (P + t • E)) - Matrix.trace (H * P) := by
  rw [purify_add_smul hP, mul_add H, mul_add H, mul_smul_comm, mul_smul_comm,
    Matrix.trace_add, Matrix.trace_add, Matrix.trace_smul, Matrix.trace_smul,
    trace_first_order_eq_zero hP hPH, smul_zero, add_zero, add_sub_cancel_left, smul_eq_mul]
  exact dvd_mul_right _ _

omit [Fintype m] [DecidableEq m] in
/-- Truncation after order `n` changes a matrix series by a multiple of `s^(n+1)`. -/
theorem truncateAt_eq_add (n : ℕ) (P : Matrix m m R⟦X⟧) :
    ∃ E : Matrix m m R⟦X⟧, truncateAt n P = P + (X : R⟦X⟧) ^ (n + 1) • E := by
  have h : ∀ i j, (X : R⟦X⟧) ^ (n + 1) ∣ truncateAt n P i j - P i j := by
    intro i j
    rw [PowerSeries.X_pow_dvd_iff]
    intro k hk
    simp [truncateAt, Nat.le_of_lt_succ hk]
  choose E hE using h
  refine ⟨Matrix.of E, Matrix.ext fun i j => ?_⟩
  rw [Matrix.add_apply, Matrix.smul_apply, Matrix.of_apply, smul_eq_mul]
  linear_combination hE i j

/-- The `2n+1` rule for density matrices: the density matrix through order `n`, purified
once, gives the energy `tr(HP)` up to a multiple of `s^(2n+2)`. -/
theorem purified_two_n_add_one_rule {P H : Matrix m m R⟦X⟧} (hP : P * P = P)
    (hPH : P * H = H * P) (n : ℕ) :
    (X : R⟦X⟧) ^ (2 * n + 2) ∣
      Matrix.trace (H * purify (truncateAt n P)) - Matrix.trace (H * P) := by
  obtain ⟨E, hE⟩ := truncateAt_eq_add n P
  rw [hE, show 2 * n + 2 = (n + 1) * 2 by ring, pow_mul]
  exact sq_dvd_purified_energy_error hP hPH E _

/-- Every energy coefficient through order `2n+1` is obtained from the purified
density matrix of order `n`. -/
theorem energy_coeff_eq {P H : Matrix m m R⟦X⟧} (hP : P * P = P)
    (hPH : P * H = H * P) (n k : ℕ) (hk : k ≤ 2 * n + 1) :
    coeff k (Matrix.trace (H * purify (truncateAt n P))) =
      coeff k (Matrix.trace (H * P)) := by
  have h := PowerSeries.X_pow_dvd_iff.mp (purified_two_n_add_one_rule hP hPH n) k (by omega)
  rw [map_sub] at h
  exact sub_eq_zero.mp h

/-- The purified density matrix of order `n` is idempotent up to multiples of `s^(2n+2)`. -/
theorem purified_idempotency {P : Matrix m m R⟦X⟧} (hP : P * P = P) (n : ℕ) (i j : m) :
    (X : R⟦X⟧) ^ (2 * n + 2) ∣ (purify (truncateAt n P) * purify (truncateAt n P)
      - purify (truncateAt n P)) i j := by
  obtain ⟨E, hE⟩ := truncateAt_eq_add n P
  have hF : ∃ F : Matrix m m R⟦X⟧, truncateAt n P * truncateAt n P - truncateAt n P =
      (X : R⟦X⟧) ^ (n + 1) • F := by
    refine ⟨P * E + E * P - E + (X : R⟦X⟧) ^ (n + 1) • (E * E), ?_⟩
    rw [hE]
    simp only [mul_add, add_mul, smul_mul_assoc, mul_smul_comm, smul_add, smul_sub,
      smul_smul, hP]
    abel
  obtain ⟨F, hF⟩ := hF
  -- the new idempotency defect contains the square of the old one
  have defect : ∀ Y : Matrix m m R⟦X⟧, purify Y * purify Y - purify Y =
      (Y * Y - Y) * (Y * Y - Y) * (4 * (Y * Y) - 4 * Y - 3) := by
    intro Y
    unfold purify
    noncomm_ring
  rw [defect, hF, smul_mul_assoc, mul_smul_comm, smul_smul, smul_mul_assoc,
    Matrix.smul_apply, smul_eq_mul, show 2 * n + 2 = (n + 1) + (n + 1) by ring, pow_add]
  exact dvd_mul_right _ _

/-- The projector onto the direction `(1, s)` of a real two-level system. -/
def modelP : Matrix (Fin 2) (Fin 2) ℝ⟦X⟧ := (1 + X ^ 2 : ℝ⟦X⟧)⁻¹ • !![1, X; X, X ^ 2]

/-- A two-level Hamiltonian with diagonal `±(1 - s²)` and coupling `2s`. -/
def modelH : Matrix (Fin 2) (Fin 2) ℝ⟦X⟧ := !![1 - X ^ 2, 2 * X; 2 * X, X ^ 2 - 1]


/-- The two-level model has an idempotent density matrix that commutes with its
Hamiltonian. -/
theorem model_witness : modelP * modelP = modelP ∧ modelP * modelH = modelH * modelP := by
  have h : (1 + X ^ 2 : ℝ⟦X⟧) * (1 + X ^ 2 : ℝ⟦X⟧)⁻¹ = 1 :=
    PowerSeries.mul_inv_cancel _ (by simp)
  have hM : (!![1, X; X, X ^ 2] : Matrix (Fin 2) (Fin 2) ℝ⟦X⟧) * !![1, X; X, X ^ 2] =
      (1 + X ^ 2 : ℝ⟦X⟧) • !![1, X; X, X ^ 2] := by
    rw [Matrix.mul_fin_two]
    refine Matrix.ext fun i j => ?_
    fin_cases i <;> fin_cases j <;> simp <;> ring
  have hC : (!![1, X; X, X ^ 2] : Matrix (Fin 2) (Fin 2) ℝ⟦X⟧) * modelH =
      modelH * !![1, X; X, X ^ 2] := by
    rw [modelH, Matrix.mul_fin_two, Matrix.mul_fin_two]
    congr 1
    refine Matrix.ext fun i j => ?_
    fin_cases i <;> fin_cases j <;> simp <;> ring
  constructor
  · rw [modelP, smul_mul_assoc, mul_smul_comm, hM, smul_smul, smul_smul]
    congr 1
    linear_combination (1 + X ^ 2 : ℝ⟦X⟧)⁻¹ * h
  · rw [modelP, smul_mul_assoc, mul_smul_comm, hC]

/-- Through first order the model density matrix has diagonal `(1, 0)` and
off-diagonal elements `s`. -/
theorem truncateAt_modelP : truncateAt 1 modelP = !![1, X; X, 0] := by
  have h : (1 + X ^ 2 : ℝ⟦X⟧) * (1 + X ^ 2 : ℝ⟦X⟧)⁻¹ = 1 :=
    PowerSeries.mul_inv_cancel _ (by simp)
  unfold modelP
  generalize (1 + X ^ 2 : ℝ⟦X⟧)⁻¹ = u at h ⊢
  have split : u • (!![1, X; X, X ^ 2] : Matrix (Fin 2) (Fin 2) ℝ⟦X⟧) =
      !![1, X; X, 0] + (X ^ 2 : ℝ⟦X⟧) • !![-u, -u * X; -u * X, u] := by
    refine Matrix.ext fun i j => ?_
    fin_cases i <;> fin_cases j
    · show u * 1 = 1 + X ^ 2 * (-u)
      linear_combination h
    · show u * X = X + X ^ 2 * (-u * X)
      linear_combination X * h
    · show u * X = X + X ^ 2 * (-u * X)
      linear_combination X * h
    · show u * X ^ 2 = 0 + X ^ 2 * u
      ring
  rw [split]
  refine Matrix.ext fun i j => PowerSeries.ext fun k => ?_
  by_cases hk : k ≤ 1
  · have hk' : ¬ 2 ≤ k := by omega
    simp only [truncateAt, Matrix.of_apply, PowerSeries.coeff_mk, if_pos hk, Matrix.add_apply,
      Matrix.smul_apply, smul_eq_mul, map_add, PowerSeries.coeff_X_pow_mul', if_neg hk', add_zero]
  · have h0 : k ≠ 0 := by omega
    have h1 : k ≠ 1 := by omega
    fin_cases i <;> fin_cases j <;>
      simp [truncateAt, hk, PowerSeries.coeff_one, PowerSeries.coeff_X, h0, h1]

/-- In the two-level model with `n = 1` the energy error is exactly `2s²` before
purification and exactly `-6s⁴` after it. -/
theorem model_energy_errors :
    Matrix.trace (modelH * truncateAt 1 modelP) - Matrix.trace (modelH * modelP)
        = 2 * X ^ 2 ∧
    Matrix.trace (modelH * purify (truncateAt 1 modelP)) - Matrix.trace (modelH * modelP)
        = -6 * X ^ 4 := by
  have h : (1 + X ^ 2 : ℝ⟦X⟧) * (1 + X ^ 2 : ℝ⟦X⟧)⁻¹ = 1 :=
    PowerSeries.mul_inv_cancel _ (by simp)
  have hE : Matrix.trace (modelH * modelP) = 1 + X ^ 2 := by
    have hT : Matrix.trace (modelH * !![1, X; X, X ^ 2]) = (1 + X ^ 2) ^ 2 := by
      rw [modelH, Matrix.mul_fin_two, Matrix.trace_fin_two_of]
      ring
    rw [modelP, mul_smul_comm, Matrix.trace_smul, hT, smul_eq_mul]
    linear_combination (1 + X ^ 2) * h
  have hp : ∀ Y : Matrix (Fin 2) (Fin 2) ℝ⟦X⟧,
      purify Y = (Y * Y + Y * Y + Y * Y) - (Y * Y * Y + Y * Y * Y) := by
    intro Y
    unfold purify
    noncomm_ring
  rw [hE, truncateAt_modelP]
  constructor
  · rw [modelH, Matrix.mul_fin_two, Matrix.trace_fin_two_of]
    ring
  · rw [hp, modelH, mul_sub, mul_add, mul_add, mul_add]
    simp only [Matrix.trace_sub, Matrix.trace_add, Matrix.mul_fin_two, Matrix.trace_fin_two_of]
    ring

end

end DensityMatrixPurification
```

```lean
#print axioms DensityMatrixPurification.purified_two_n_add_one_rule
#print axioms DensityMatrixPurification.energy_coeff_eq
#print axioms DensityMatrixPurification.purified_idempotency
#print axioms DensityMatrixPurification.model_energy_errors
```

```
'DensityMatrixPurification.purified_two_n_add_one_rule' depends on axioms: [propext, Classical.choice, Quot.sound]
'DensityMatrixPurification.energy_coeff_eq' depends on axioms: [propext, Classical.choice, Quot.sound]
'DensityMatrixPurification.purified_idempotency' depends on axioms: [propext, Classical.choice, Quot.sound]
'DensityMatrixPurification.model_energy_errors' depends on axioms: [propext, Classical.choice, Quot.sound]
```

`purify_add_smul` is the expansion in powers of $t$. The tactic `noncomm_ring` proves identities that hold in every ring, but it does not use the hypothesis $P^2=P$. The intermediate identity `key` therefore carries the defect `P * P - P` along explicitly, and the proof then sets it to zero. The closing `module` sorts the result by powers of $t$.

`trace_first_order_eq_zero` is the cancellation $1+1-2$. In its docstring, "first-order" refers to powers of $t$, and the "unperturbed projector" is the exact $P(s)$ in the field, not the zero-field one. The step `a` is the first trace identity above, for an arbitrary matrix in place of $E$. Step `b` applies it to $PE$ and uses $P^2=P$. `sq_dvd_purified_energy_error` combines the two lemmas: after the linear term is removed, the energy error is visibly $t^2$ times a trace.

`truncateAt_eq_add` supplies $Y=P+s^{n+1}E$. A power series is divisible by $s^{n+1}$ exactly when its coefficients below that order vanish, which holds for each entry of $Y-P$. `choose` gathers the quotients into the matrix $E$. The main theorem then takes $t=s^{n+1}$, and `energy_coeff_eq` reads off coefficients with the same divisibility criterion.

In `purified_idempotency`, `hF` shows that the old defect is a multiple of $s^{n+1}$, and `defect` is the factorisation of $Z^2-Z$.

The remaining theorems treat the two-level system. `model_witness` checks both hypotheses for `modelP` and `modelH`. `truncateAt_modelP` finds the first-order matrix by splitting off a multiple of $s^2$, using only that $1+s^2$ times its inverse is $1$. `model_energy_errors` computes the exact energy $1+s^2$ and then the two errors by multiplying out the $2\times2$ matrices.
